# The energy of a band continuous at k tends to ξ(k) under a vanishing momentum shift

The declaration says that if a band energy ξ is continuous at the wavenumber k, then ξ(k + q) tends to ξ(k) as q tends to 0. The band is any real-valued function of one real variable; continuity is assumed only at k, and neither periodicity nor a particular Hamiltonian enters. The attempt first shows that the shifted wavenumber k + q tends to k, by evaluating the continuity of the shift map at q = 0. It then composes this limit with the continuity of ξ at k.

An attempt in Lean 4 with a fault in it:

```lean
import Mathlib

open Filter Topology

namespace TendstoBand

noncomputable section

/-- For a band continuous at `k`, the energy at `k + q` tends to that at `k` as `q → 0`. -/
theorem tendsto_band {ξ : ℝ → ℝ} {k : ℝ} (hξ : ContinuousAt ξ k) :
    Tendsto (fun q => ξ (k + q)) (𝓝 0) (𝓝 (ξ k)) := by
  have h : Tendsto (fun q : ℝ => k + q) (𝓝 0) (𝓝 k) := by
    have h0 := (continuous_const.add continuous_id : Continuous fun q : ℝ => k + q).tendsto 0
    simpa using h0
  exact hξ.tendsto.comp h

end

end TendstoBand
```

Messages:

```
Main.lean:14:4: error: Type mismatch: After simplification, term
  h0
 has type
  @Tendsto ℝ ℝ ((fun x => k) + fun q => q) (𝓝 0) (𝓝 k)
but is expected to have type
  @Tendsto ℝ ℝ (fun q => k + q) (𝓝 0) (𝓝 k)
```

Diagnosis. The error says that, after simplification, `h0` still concerns `(fun x => k) + fun q => q`, a sum of two functions, while the goal concerns `fun q => k + q`. The two are equal by definition, so Lean accepted the type ascription on `continuous_const.add continuous_id`. But the ascription only checks that the types agree; it does not rewrite the term's own type, and `.tendsto 0` took its function from there. `simpa` brought the limit point to `k` but left the sum of functions as it was, and its final comparison does not unfold addition of functions far enough to match the two forms.

The repair states the continuity as a separate `have hc`, whose recorded type is `Continuous fun q : ℝ => k + q`. Now `hc.tendsto 0` speaks of the pointwise form, and `simpa` has only to simplify the limit point `k + 0` to `k`. Proving `hc` by `fun_prop` is a convenience: the old term, already accepted at this type, would serve there too.

Fix (accepted with no message):

```diff
@@ -11,5 +11,6 @@
     Tendsto (fun q => ξ (k + q)) (𝓝 0) (𝓝 (ξ k)) := by
   have h : Tendsto (fun q : ℝ => k + q) (𝓝 0) (𝓝 k) := by
-    have h0 := (continuous_const.add continuous_id : Continuous fun q : ℝ => k + q).tendsto 0
+    have hc : Continuous fun q : ℝ => k + q := by fun_prop
+    have h0 := hc.tendsto 0
     simpa using h0
   exact hξ.tendsto.comp h
```
